# A positive long-wave modulus does not guarantee the stability of a harmonic chain

The theorem `positive_modulus_unstable` concerns an infinite classical chain of unit masses with first-neighbour spring constant -1 and second-neighbour spring constant 1. The wave number q is the phase advance per site, and the long-wave modulus is the limit of the squared frequency divided by q² as q tends to 0. The theorem states that this modulus is 3, that the squared frequency at q = π is nevertheless -4, and that the alternating displacement cosh(2t)·(-1)ⁿ, which grows without bound, obeys Newton's equation. The proof takes the limit from `longWave_modulus` and the value at π from `omegaSq_pi`. For the motion it applies `growing_mode`, which gives the displacement with cos(πn + 0) in place of (-1)ⁿ, and then uses an equality of functions `e` to pass from one form to the other.

The first attempt, which Lean rejects:

```lean
import Mathlib

open Filter
open scoped Real Topology

namespace ChainStability

noncomputable section

/-- Force on atom `n` of a unit-mass chain with first- and second-neighbour springs
`k1` and `k2`, for the displacements `u`. -/
def force (k1 k2 : ℝ) (u : ℤ → ℝ) (n : ℤ) : ℝ :=
  k1 * (u (n + 1) + u (n - 1) - 2 * u n) + k2 * (u (n + 2) + u (n - 2) - 2 * u n)

/-- The trajectory `u t n` obeys Newton's equation: the displacements have velocities `v`,
and the derivatives of the velocities are the forces. -/
def IsMotion (k1 k2 : ℝ) (u : ℝ → ℤ → ℝ) : Prop :=
  ∃ v : ℝ → ℤ → ℝ, ∀ t n, HasDerivAt (fun s => u s n) (v t n) t ∧
    HasDerivAt (fun s => v s n) (force k1 k2 (u t) n) t

/-- Squared frequency of the plane wave with wave number `q`. -/
def omegaSq (k1 k2 q : ℝ) : ℝ :=
  4 * k1 * Real.sin (q / 2) ^ 2 + 4 * k2 * Real.sin q ^ 2

/-- On a plane wave of any phase the force is minus the squared frequency times the
displacement. -/
theorem force_planeWave (k1 k2 q θ : ℝ) (n : ℤ) :
    force k1 k2 (fun m : ℤ => Real.cos (q * m + θ)) n
      = -omegaSq k1 k2 q * Real.cos (q * n + θ) := by
  have s1 : ∀ x y : ℝ, Real.cos (x + y) + Real.cos (x - y) = 2 * Real.cos x * Real.cos y := by
    intro x y
    rw [Real.cos_add, Real.cos_sub]
    ring
  have h1 : Real.cos q = 1 - 2 * Real.sin (q / 2) ^ 2 := by
    have h := Real.cos_two_mul (q / 2)
    rw [show 2 * (q / 2) = q by ring] at h
    linear_combination h + 2 * Real.sin_sq_add_cos_sq (q / 2)
  have h2 : Real.cos (2 * q) = 1 - 2 * Real.sin q ^ 2 := by
    linear_combination Real.cos_two_mul q + 2 * Real.sin_sq_add_cos_sq q
  -- the neighbours see the same wave with phases shifted by `q` and `2 q`
  have e1 : q * ((n + 1 : ℤ) : ℝ) + θ = (q * n + θ) + q := by push_cast; ring
  have e2 : q * ((n - 1 : ℤ) : ℝ) + θ = (q * n + θ) - q := by push_cast; ring
  have e3 : q * ((n + 2 : ℤ) : ℝ) + θ = (q * n + θ) + 2 * q := by push_cast; ring
  have e4 : q * ((n - 2 : ℤ) : ℝ) + θ = (q * n + θ) - 2 * q := by push_cast; ring
  simp only [force, omegaSq]
  rw [e1, e2, e3, e4]
  linear_combination k1 * s1 (q * n + θ) q + k2 * s1 (q * n + θ) (2 * q)
    + 2 * k1 * Real.cos (q * n + θ) * h1 + 2 * k2 * Real.cos (q * n + θ) * h2

/-- If the squared frequency at `q` is `-γ ^ 2`, the plane wave with amplitude `cosh (γ t)`
is a motion of the chain. -/
theorem growing_mode {k1 k2 q γ : ℝ} (θ : ℝ) (h : omegaSq k1 k2 q = -γ ^ 2) :
    IsMotion k1 k2 (fun t n => Real.cosh (γ * t) * Real.cos (q * n + θ)) := by
  refine ⟨fun t n => Real.sinh (γ * t) * γ * Real.cos (q * n + θ), fun t n => ?_⟩
  have hl : HasDerivAt (fun s : ℝ => γ * s) γ t :=
    ((hasDerivAt_id' t).const_mul γ).congr_deriv (mul_one γ)
  refine ⟨hl.cosh.mul_const _, ((hl.sinh.mul_const γ).mul_const _).congr_deriv ?_⟩
  -- the force is linear in the amplitude
  have hs : force k1 k2 (fun m : ℤ => Real.cosh (γ * t) * Real.cos (q * m + θ)) n
      = Real.cosh (γ * t) * force k1 k2 (fun m : ℤ => Real.cos (q * m + θ)) n := by
    simp only [force]
    ring
  change _ = force k1 k2 (fun m : ℤ => Real.cosh (γ * t) * Real.cos (q * m + θ)) n
  rw [hs, force_planeWave, h]
  ring

/-- The alternating mode `q = π` has squared frequency `4 k1`. -/
theorem omegaSq_pi (k1 k2 : ℝ) : omegaSq k1 k2 π = 4 * k1 := by
  simp [omegaSq]

/-- In the long-wave limit the squared frequency divided by `q ^ 2` tends to the modulus
`k1 + 4 k2`. -/
theorem longWave_modulus (k1 k2 : ℝ) :
    Tendsto (fun q => omegaSq k1 k2 q / q ^ 2) (𝓝[≠] 0) (𝓝 (k1 + 4 * k2)) := by
  -- `sin (c q) / q` tends to `c`, the slope of the sine at the origin
  have h : ∀ c : ℝ, Tendsto (fun q : ℝ => Real.sin (c * q) / q) (𝓝[≠] 0) (𝓝 c) := by
    intro c
    have hl : HasDerivAt (fun s : ℝ => c * s) c 0 :=
      ((hasDerivAt_id' (0 : ℝ)).const_mul c).congr_deriv (mul_one c)
    have hd : HasDerivAt (fun s : ℝ => Real.sin (c * s)) c 0 :=
      hl.sin.congr_deriv (by simp)
    refine (hasDerivAt_iff_tendsto_slope.1 hd).congr fun q => ?_
    simp [slope_def_field]
  have h2 := (((h (1 / 2)).pow 2).const_mul (4 * k1)).add (((h 1).pow 2).const_mul (4 * k2))
  rw [show 4 * k1 * (1 / 2) ^ 2 + 4 * k2 * 1 ^ 2 = k1 + 4 * k2 by ring] at h2
  refine h2.congr fun q => ?_

  rw [show 1 / 2 * q = q / 2 by ring, one_mul]
  simp only [omegaSq]
  ring

/-- For `k1 = -1`, `k2 = 1` the long-wave modulus is `3`, the alternating mode has squared
frequency `-4`, and the alternating displacement with amplitude `cosh (2 t)` is a motion. -/
theorem positive_modulus_unstable :
    Tendsto (fun q => omegaSq (-1) 1 q / q ^ 2) (𝓝[≠] 0) (𝓝 3) ∧
    omegaSq (-1) 1 π = -4 ∧
    IsMotion (-1) 1 (fun t n => Real.cosh (2 * t) * (-1 : ℝ) ^ n) := by
  refine ⟨?_, by rw [omegaSq_pi]; norm_num, ?_⟩
  · have h := longWave_modulus (-1) 1
    rwa [show (-1 : ℝ) + 4 * 1 = 3 by norm_num] at h
  · have h : IsMotion (-1) 1 (fun t n => Real.cosh (2 * t) * Real.cos (π * n + 0)) :=
      growing_mode 0 (by rw [omegaSq_pi]; norm_num)
    have e : (fun (t : ℝ) (n : ℤ) => Real.cosh (2 * t) * (-1 : ℝ) ^ n)
        = fun t n => Real.cosh (2 * t) * Real.cos (π * n + 0) := by
      funext t n
      rw [add_zero, mul_comm π, Real.cos_int_mul_pi]
    rw [e]
    exact h

end

end ChainStability
```

The compiler's answer:

```
Main.lean:104:10: error: Type mismatch
  fun t n => Real.cosh (2 * t) * Real.cos (π * n + 0)
has type
  ℝ → ℝ → ℝ
but is expected to have type
  ℝ → ℤ → ℝ
```

After these edits no error is left:

```diff
@@ -102,5 +102,5 @@
       growing_mode 0 (by rw [omegaSq_pi]; norm_num)
     have e : (fun (t : ℝ) (n : ℤ) => Real.cosh (2 * t) * (-1 : ℝ) ^ n)
-        = fun t n => Real.cosh (2 * t) * Real.cos (π * n + 0) := by
+        = fun (t : ℝ) (n : ℤ) => Real.cosh (2 * t) * Real.cos (π * n + 0) := by
       funext t n
       rw [add_zero, mul_comm π, Real.cos_int_mul_pi]
```

Diagnosis. The message says that the right-hand function in `e` has type `ℝ → ℝ → ℝ`, where `ℝ → ℤ → ℝ` is needed. The site index `n` has been read as a real number.

The binders on the left of the equation carry types, but those on the right do not. Lean elaborates the two sides of `=` without first handing the type of one to the other, so it had to find the type of the right-hand `n` from the body. There `n` is multiplied by the real number `π`, and Lean took it to be real too. The two sides were then functions of different types, and the equality could not be stated.

The repair writes `(n : ℤ)` on the right. With the index known to be an integer, Lean inserts the cast to `ℝ` inside the cosine, and the types agree. The annotation `(t : ℝ)` added beside it is mere tidying, since the message shows that `t` was already real.
